# For b > 0, the MS-type meta-GGA switch falls from 1 towards −1/b on a ≥ 0 and has a triple zero at a = 1

Meta-GGA exchange functionals of the MS type mix, at each point of space, a description suited to single-orbital regions with one suited to slowly varying densities; here the switch that does this is treated as a function of one free real variable $a\ge 0$, and not as a functional of the density and the orbitals. The variable stands for the iso-orbital indicator, usually written $\alpha$,

$$a=\frac{\tau-\tau_W}{\tau_{\rm unif}},$$

where $\tau=\tfrac12\sum_i|\nabla\varphi_i|^2$ is the positive kinetic energy density of the occupied spin orbitals $\varphi_i$ in atomic units, $\tau_W$ is its von Weizsäcker value, and $\tau_{\rm unif}$ is that of a uniform electron gas with the same local density. The indicator is $0$ where one real orbital shape makes up the density and $1$ in the uniform gas. It is large where closed shells overlap weakly.

In functionals of the MS type the exchange enhancement factor has the form $F^1+f(a)\,(F^0-F^1)$, where $F^0$ and $F^1$ are the factors chosen for $a=0$ and $a=1$. The switch is

$$f(a)=\frac{(1-a^2)^3}{1+a^3+b\,a^6}.$$

The parameter $b>0$ sets how far the functional extrapolates beyond $F^1$ when $a$ is large.

For every $b>0$, the following holds on $a\ge 0$:

- $-1/b<f(a)\le 1$, and $f$ is strictly decreasing. Its values fill the interval $(-1/b,1]$.
- $f(1)=f'(1)=f''(1)=0$, and $f(a)/(a-1)^3\to-8/(2+b)$ as $a\to1$.
- $f(a)\to-1/b$ as $a\to\infty$.

In a meta-GGA calculation $f$ enters the exchange energy, and both $f$ and $f'$ enter the exchange potential. The flatness at $a=1$ means that small departures of the indicator from its uniform-gas value affect the mixing only at third order, as far as the dependence on this single variable goes.

## Slope, bounds and limits from the quotient rule

Write $N=(1-a^2)^3$ and $D=1+a^3+ba^6$. For $a\ge0$ the denominator satisfies $D\ge1$. The derivatives are

$$N'=-6a(1-a^2)^2,\qquad D'=3a^2+6ba^5.$$

Taking out the common factor in the quotient rule gives

$$N'D-ND'=-3a(1-a^2)^2\left[2(1+a^3+ba^6)+(1-a^2)(a+2ba^4)\right].$$

The second product in the bracket is $a+2ba^4-a^3-2ba^6$. The terms in $a^6$ cancel, and

$$f'(a)=-\frac{3a(1-a^2)^2\,(2+a+a^3+2ba^4)}{(1+a^3+ba^6)^2}.$$

For $a>0$ every factor after the minus sign is positive, except that $(1-a^2)^2$ vanishes at $a=1$. So $f$ decreases strictly on $[0,1]$ and on $[1,\infty)$. The two intervals share the point $1$, hence $f$ decreases strictly on all of $[0,\infty)$. Since $f(0)=1$, the upper bound $f\le1$ follows.

For the second derivative at $a=1$, write $f'(a)=(1-a^2)^2g(a)$ with $g$ differentiable near $1$. Then

$$f''(a)=-4a(1-a^2)\,g(a)+(1-a^2)^2g'(a),$$

which is zero at $a=1$.

For the lower bound, add $1/b$ and use a common denominator:

$$f(a)+\frac1b=\frac{b(1-a^2)^3+D}{bD}=\frac{b(1-3a^2+3a^4)+1+a^3}{bD}.$$

The sixth powers have cancelled. Because $1-3a^2+3a^4=3\left(a^2-\tfrac12\right)^2+\tfrac14>0$, the right-hand side is positive.

For large $a$, set $u=1/a$ and divide numerator and denominator by $a^6$:

$$f(a)=\frac{(u^2-1)^3}{u^6+u^3+b}\;\longrightarrow\;-\frac1b\qquad(u\to0).$$

Now take any $y$ with $-1/b<y\le1$. Far enough out $f$ is below $y$, while $f(0)=1\ge y$. By continuity $f$ takes the value $y$ in between, so every such $y$ is reached.

Finally, $1-a^2=-(a-1)(1+a)$, so for $a\ne1$

$$\frac{f(a)}{(a-1)^3}=-\frac{(1+a)^3}{1+a^3+ba^6}\;\longrightarrow\;-\frac{8}{2+b}\qquad(a\to1).$$

## Large b and b = 0

As $b\to\infty$ at fixed $a>0$, the formula gives $f(a)\to0$, while $f(0)=1$ for every $b$. The fall from $1$ is squeezed into a range of $a$ of order $b^{-1/6}$, and the extrapolation at large $a$ disappears.

For the lower bound, the limit at infinity and the set of values, the condition $b>0$ can't be weakened to $b\ge0$; the strict decrease and the triple zero at $a=1$ survive at $b=0$. At $b=0$ the switch is $(1-a^2)^3/(1+a^3)$, which equals $-27/9=-3$ at $a=2$ and behaves as $-a^3$ for large $a$. It has no finite limit and no lower bound. These statements about extreme values of $b$ rest on the formula alone and have no Lean proof behind them.

## The switch and its slope as real functions

```lean
import Mathlib

open Filter Topology Set

namespace MetaGGASwitch
```

The parameter comes first in `msSwitch b a`, so `msSwitch b` is the function $f$ of the indicator. It is defined for all real arguments, and the physical domain enters through the hypotheses `0 < b` and `0 ≤ a`, or through the set `Ici 0`, which is $[0,\infty)$.

```lean
/-- The MS-type switch as a function of the iso-orbital indicator `a`, with parameter `b`. The
formula is defined for all real `a` and `b`; it is meant for `a ≥ 0` with `b > 0`, where the
denominator is positive. -/
noncomputable def msSwitch (b a : ℝ) : ℝ :=
  (1 - a ^ 2) ^ 3 / (1 + a ^ 3 + b * a ^ 6)
```

The theorems take $a\ge0$ as given. For an actual system this rests on the inequality $\tau\ge\tau_W$ for the orbitals, and that step from orbitals to indicator is left to the physics.

The closed formula for $f'$ gets its own name. At this point it is only an expression; the next theorem identifies it with the derivative.

```lean
/-- The closed formula for the slope of the switch, on the domain `a ≥ 0` with `b > 0`. -/
noncomputable def msSlope (b a : ℝ) : ℝ :=
  -3 * a * (1 - a ^ 2) ^ 2 * (2 + a + a ^ 3 + 2 * b * a ^ 4) / (1 + a ^ 3 + b * a ^ 6) ^ 2
```

## The derivative and its sign

`HasDerivAt f m a` says that `f` is differentiable at `a` with derivative `m`. In the proof, `hN` and `hD` are the derivatives $N'$ and $D'$, and `hne` records that $D\ne0$. The quotient rule `fun_div` combines them, and the last `ring` carries out the cancellation of the $a^6$ terms.

```lean
/-- For `b > 0` and `a ≥ 0` the derivative of the switch is `msSlope b a`. -/
theorem msSwitch_hasDerivAt {b a : ℝ} (hb : 0 < b) (ha : 0 ≤ a) :
    HasDerivAt (msSwitch b) (msSlope b a) a := by
  have hne : 1 + a ^ 3 + b * a ^ 6 ≠ 0 := by positivity
  have hN : HasDerivAt (fun x : ℝ => (1 - x ^ 2) ^ 3) (-6 * a * (1 - a ^ 2) ^ 2) a :=
    (((hasDerivAt_pow 2 a).const_sub 1).fun_pow 3).congr_deriv (by push_cast; ring)
  have hD : HasDerivAt (fun x : ℝ => 1 + x ^ 3 + b * x ^ 6) (3 * a ^ 2 + 6 * b * a ^ 5) a :=
    (((hasDerivAt_pow 3 a).const_add 1).fun_add
      ((hasDerivAt_pow 6 a).const_mul b)).congr_deriv (by push_cast; ring)
  -- the quotient rule; the terms of highest degree in the numerator cancel
  refine (hN.fun_div hD hne).congr_deriv ?_
  simp only [msSlope]
  congr 1
  ring
```

The sign of the slope is read off factor by factor. The proof first shows $1-a^2\neq0$: otherwise $(a-1)(a+1)=0$, which is impossible for $a>0$ with $a\ne1$. After that, `positivity` handles the product, and the minus sign in front makes the quotient negative.

```lean
/-- For `b > 0` the slope is negative at every `a > 0` other than `a = 1`. -/
theorem msSlope_neg {b a : ℝ} (hb : 0 < b) (ha : 0 < a) (h1 : a ≠ 1) : msSlope b a < 0 := by
  have hne : 1 - a ^ 2 ≠ 0 := by
    intro h
    have h2 : (a - 1) * (a + 1) = 0 := by linear_combination -h
    rcases mul_eq_zero.1 h2 with h3 | h3
    · exact h1 (by linarith)
    · linarith
  have hpos : 0 < a * (1 - a ^ 2) ^ 2 * (2 + a + a ^ 3 + 2 * b * a ^ 4) := by positivity
  unfold msSlope
  exact div_neg_of_neg_of_pos (by linarith) (by positivity)
```

## Strict decrease across the stationary point

`StrictAntiOn` means strictly decreasing on the given set. The criterion `strictAntiOn_of_deriv_neg` needs continuity on an interval and a negative derivative in its interior. It therefore applies to $[0,1]$ and to $[1,\infty)$, where the zeros of the slope at $0$ and $1$ are only endpoints. The lemma `union` joins the two statements, since $1$ is the greatest element of the first interval and the least of the second.

```lean
/-- For `b > 0` the switch is strictly decreasing on `a ≥ 0`. -/
theorem msSwitch_strictAntiOn {b : ℝ} (hb : 0 < b) : StrictAntiOn (msSwitch b) (Ici 0) := by
  have hc : ContinuousOn (msSwitch b) (Ici 0) := fun x hx =>
    (msSwitch_hasDerivAt hb hx).continuousAt.continuousWithinAt
  have hl : StrictAntiOn (msSwitch b) (Icc 0 1) := by
    refine strictAntiOn_of_deriv_neg (convex_Icc 0 1) (hc.mono fun x hx => hx.1) ?_
    intro x hx
    rw [interior_Icc] at hx
    rw [(msSwitch_hasDerivAt hb hx.1.le).deriv]
    exact msSlope_neg hb hx.1 hx.2.ne
  have hr : StrictAntiOn (msSwitch b) (Ici 1) := by
    refine strictAntiOn_of_deriv_neg (convex_Ici 1)
      (hc.mono (Ici_subset_Ici.2 zero_le_one)) ?_
    intro x hx
    rw [interior_Ici] at hx
    have hx1 : 1 < x := hx
    have hx0 : 0 < x := by linarith
    rw [(msSwitch_hasDerivAt hb hx0.le).deriv]
    exact msSlope_neg hb hx0 hx1.ne'
  -- glue the two pieces at the stationary point a = 1
  have h := hl.union hr (isGreatest_Icc zero_le_one) isLeast_Ici
  rwa [Icc_union_Ici_eq_Ici zero_le_one] at h
```

## Two vanishing derivatives at a = 1

The statement has three parts: the value is $0$, the derivative at $1$ is $0$, and the function `deriv (msSwitch b)` has derivative $0$ at $1$. The third part is $f''(1)=0$.

The first two parts come from inserting $a=1$ in the formulas. For the third, `heq` writes the slope as $(1-x^2)^2g(x)$, and `hu` says that the first factor has zero derivative at $1$. The product rule then gives $0$, because the first factor is itself zero there. The closing lines pass from `msSlope b` to `deriv (msSwitch b)`: the two agree for all $x>0$, hence in a neighbourhood of $1$, and this is enough for them to have the same derivative at $1$.

```lean
/-- For `b > 0` the switch and its first and second derivatives vanish at `a = 1`. -/
theorem msSwitch_flat_at_one {b : ℝ} (hb : 0 < b) :
    msSwitch b 1 = 0 ∧ HasDerivAt (msSwitch b) 0 1 ∧ HasDerivAt (deriv (msSwitch b)) 0 1 := by
  refine ⟨by simp [msSwitch],
    (msSwitch_hasDerivAt hb zero_le_one).congr_deriv (by simp [msSlope]), ?_⟩
  have hu : HasDerivAt (fun x : ℝ => (1 - x ^ 2) ^ 2) 0 1 :=
    (((hasDerivAt_pow 2 (1 : ℝ)).const_sub 1).fun_pow 2).congr_deriv (by norm_num)
  have hp : DifferentiableAt ℝ
      (fun x : ℝ => -3 * x * (2 + x + x ^ 3 + 2 * b * x ^ 4)) 1 := by fun_prop
  have hq : DifferentiableAt ℝ (fun x : ℝ => (1 + x ^ 3 + b * x ^ 6) ^ 2) 1 := by fun_prop
  have hne : (1 + (1 : ℝ) ^ 3 + b * 1 ^ 6) ^ 2 ≠ 0 := by positivity
  -- the slope carries the factor (1 - a²)², which has a double zero at a = 1
  have hs : HasDerivAt (msSlope b) 0 1 := by
    have heq : msSlope b = fun x : ℝ => (1 - x ^ 2) ^ 2 *
        (-3 * x * (2 + x + x ^ 3 + 2 * b * x ^ 4) / (1 + x ^ 3 + b * x ^ 6) ^ 2) := by
      funext x
      simp only [msSlope]
      ring
    rw [heq]
    exact (hu.fun_mul (hp.hasDerivAt.fun_div hq.hasDerivAt hne)).congr_deriv (by simp)
  refine hs.congr_of_eventuallyEq ?_
  filter_upwards [lt_mem_nhds (zero_lt_one' ℝ)] with x hx
  exact (msSwitch_hasDerivAt hb (le_of_lt hx)).deriv
```

## The limit at large a

`Tendsto (msSwitch b) atTop (𝓝 (-1 / b))` is the statement $f(a)\to-1/b$ as $a\to\infty$. The facts `hn` and `hd` are the limits of the numerator and the denominator in the variable $u$ as $u\to0$, and `tendsto_inv_atTop_zero` supplies $1/a\to0$. The auxiliary identity `key` is the division by $a^6$. It is stated for any $u$ with $au=1$, so the algebra can replace $1$ by powers of $au$.

```lean
/-- For `b > 0` the switch tends to `-1/b` as `a` tends to infinity. -/
theorem msSwitch_tendsto_atTop {b : ℝ} (hb : 0 < b) :
    Tendsto (msSwitch b) atTop (𝓝 (-1 / b)) := by
  have hn : Tendsto (fun u : ℝ => (u ^ 2 - 1) ^ 3) (𝓝 0) (𝓝 (-1)) :=
    Continuous.tendsto' (by fun_prop) 0 (-1) (by norm_num)
  have hd : Tendsto (fun u : ℝ => u ^ 6 + u ^ 3 + b) (𝓝 0) (𝓝 b) :=
    Continuous.tendsto' (by fun_prop) 0 b (by norm_num)
  -- in the variable u = 1/a the limit is a value of a continuous function
  refine Tendsto.congr' ?_ ((hn.div hd hb.ne').comp tendsto_inv_atTop_zero)
  filter_upwards [eventually_gt_atTop (0 : ℝ)] with a ha
  have key : ∀ u : ℝ, a * u = 1 → (u ^ 2 - 1) ^ 3 / (u ^ 6 + u ^ 3 + b) = msSwitch b a := by
    intro u hu
    have h1 : (1 - a ^ 2) ^ 3 = a ^ 6 * (u ^ 2 - 1) ^ 3 := by
      calc (1 - a ^ 2) ^ 3 = ((a * u) ^ 2 - a ^ 2) ^ 3 := by rw [hu, one_pow]
        _ = a ^ 6 * (u ^ 2 - 1) ^ 3 := by ring
    have h2 : 1 + a ^ 3 + b * a ^ 6 = a ^ 6 * (u ^ 6 + u ^ 3 + b) := by
      calc 1 + a ^ 3 + b * a ^ 6 = (a * u) ^ 6 + a ^ 3 * (a * u) ^ 3 + b * a ^ 6 := by
            rw [hu]; ring
        _ = a ^ 6 * (u ^ 6 + u ^ 3 + b) := by ring
    rw [msSwitch, h1, h2, mul_div_mul_left _ _ (pow_ne_zero 6 ha.ne')]
  exact key a⁻¹ (mul_inv_cancel₀ ha.ne')
```

## Bounds, flatness and limit together

The next theorem says that, for $b>0$, every $a\ge0$ satisfies $-1/b<f(a)\le1$; that $f$, $f'$ and $f''$ vanish at $a=1$; and that $f(a)\to-1/b$ at infinity. The lower inequality is strict, so the limiting value is never reached.

Only the bounds are still to be proved. For the lower one, `div_lt_div_iff₀` clears the two positive denominators, and `linarith` combines the positive term `h1`, which is $b(1-3a^2+3a^4)$, with $1+a^3$. The square supplied to `nlinarith` is $(2a^2-1)^2$, the completed square of the derivation up to a factor. The upper bound is the comparison of $f(a)$ with $f(0)=1$ through strict decrease.

```lean
/-- For `b > 0` the switch lies above `-1/b` and does not exceed `1` on `a ≥ 0`, vanishes with
its first two derivatives at `a = 1`, and tends to `-1/b` as `a` tends to infinity. -/
theorem msSwitch_main {b : ℝ} (hb : 0 < b) :
    (∀ a, 0 ≤ a → -1 / b < msSwitch b a ∧ msSwitch b a ≤ 1) ∧
    (msSwitch b 1 = 0 ∧ HasDerivAt (msSwitch b) 0 1 ∧ HasDerivAt (deriv (msSwitch b)) 0 1) ∧
    Tendsto (msSwitch b) atTop (𝓝 (-1 / b)) := by
  refine ⟨fun a ha => ⟨?_, ?_⟩, msSwitch_flat_at_one hb, msSwitch_tendsto_atTop hb⟩
  · have hD : 0 < 1 + a ^ 3 + b * a ^ 6 := by positivity
    have h1 : 0 < b * (1 - 3 * a ^ 2 + 3 * a ^ 4) :=
      mul_pos hb (by nlinarith [sq_nonneg (2 * a ^ 2 - 1)])
    have h2 : 0 ≤ a ^ 3 := by positivity
    -- after clearing denominators the sixth powers cancel
    rw [msSwitch, div_lt_div_iff₀ hb hD]
    linarith
  · have h0 : msSwitch b 0 = 1 := by simp [msSwitch]
    rw [← h0]
    exact (msSwitch_strictAntiOn hb).antitoneOn self_mem_Ici ha ha
```

## Every value in (−1/b, 1] is taken

The notation `msSwitch b '' Ici 0` is the set of values of $f$ on $[0,\infty)$, and `Ioc (-1 / b) 1` is the interval $(-1/b,1]$. One inclusion is the pair of bounds just proved. For the other, the limit provides a point $c\ge0$ with $f(c)<y$, and the intermediate value theorem on $[0,c]$ finds an $a$ with $f(a)=y$.

```lean
/-- For `b > 0` the values taken by the switch on `a ≥ 0` are exactly those in `(-1/b, 1]`. -/
theorem msSwitch_range {b : ℝ} (hb : 0 < b) : msSwitch b '' Ici 0 = Ioc (-1 / b) 1 := by
  apply Subset.antisymm
  · rintro y ⟨a, ha, rfl⟩
    exact (msSwitch_main hb).1 a ha
  · intro y hy
    -- far out the switch is below y, and at a = 0 it equals 1
    obtain ⟨c, hcy, hc0⟩ := (((msSwitch_tendsto_atTop hb).eventually_lt_const hy.1).and
      (eventually_ge_atTop (0 : ℝ))).exists
    have hcont : ContinuousOn (msSwitch b) (Icc 0 c) := fun x hx =>
      (msSwitch_hasDerivAt hb hx.1).continuousAt.continuousWithinAt
    have h0 : msSwitch b 0 = 1 := by simp [msSwitch]
    obtain ⟨a, ha, hay⟩ := intermediate_value_Icc' hc0 hcont ⟨hcy.le, hy.2.trans h0.ge⟩
    exact ⟨a, ha.1, hay⟩
```

## The cubic coefficient at a = 1

The filter `𝓝[≠] 1` describes $a\to1$ with $a\neq1$, from both sides. Since $-8/(2+b)$ is not zero, the switch vanishes exactly to third order. It changes sign there, from positive below $a=1$ to negative above. For $b=1$ the coefficient is $-8/3$.

The proof takes the limit of $-(1+a)^3/D$, which is continuous at $1$, and then shows that this expression equals $f(a)/(a-1)^3$ wherever $a\ne1$. The final `ring` is the factorisation of $(1-a^2)^3$.

```lean
/-- For `b > 0` the switch divided by `(a - 1)³` tends to `-8/(2 + b)` as `a` tends to `1`. -/
theorem msSwitch_cubic_at_one {b : ℝ} (hb : 0 < b) :
    Tendsto (fun a => msSwitch b a / (a - 1) ^ 3) (𝓝[≠] 1) (𝓝 (-8 / (2 + b))) := by
  have hn : Tendsto (fun a : ℝ => -(1 + a) ^ 3) (𝓝 1) (𝓝 (-8)) :=
    Continuous.tendsto' (by fun_prop) 1 (-8) (by norm_num)
  have hd : Tendsto (fun a : ℝ => 1 + a ^ 3 + b * a ^ 6) (𝓝 1) (𝓝 (2 + b)) :=
    Continuous.tendsto' (by fun_prop) 1 (2 + b) (by norm_num)
  have hne : 2 + b ≠ 0 := by positivity
  refine Tendsto.congr' ?_ ((hn.div hd hne).mono_left nhdsWithin_le_nhds)
  filter_upwards [self_mem_nhdsWithin] with a ha
  have h3 : (a - 1) ^ 3 ≠ 0 := pow_ne_zero 3 (sub_ne_zero.2 ha)
  show -(1 + a) ^ 3 / (1 + a ^ 3 + b * a ^ 6) =
    (1 - a ^ 2) ^ 3 / (1 + a ^ 3 + b * a ^ 6) / (a - 1) ^ 3
  rw [eq_div_iff h3]
  ring

end MetaGGASwitch
```

```lean
#print axioms MetaGGASwitch.msSwitch_hasDerivAt
#print axioms MetaGGASwitch.msSwitch_range
#print axioms MetaGGASwitch.msSwitch_cubic_at_one
```

```
'MetaGGASwitch.msSwitch_hasDerivAt' depends on axioms: [propext, Classical.choice, Quot.sound]
'MetaGGASwitch.msSwitch_range' depends on axioms: [propext, Classical.choice, Quot.sound]
'MetaGGASwitch.msSwitch_cubic_at_one' depends on axioms: [propext, Classical.choice, Quot.sound]
```
